# Variational collapse under an attractive 1/r³ spin–orbit term, and an energy bound for bounded potentials

In the Pauli approximation, the spin–orbit interaction with a point nucleus lowers the energy of an electron with \(j=l-\tfrac12\) through a potential \(-s/r^3\), and this term leaves the energies of a simple exponential trial family without a lower bound. Here the energy is a quotient of integrals over one radial function, and no Hamiltonian operator or spectrum is defined. The constant \(s>0\) stands for the spin–orbit coupling strength, including the angular factor of the channel. The \(1/r^3\) form comes from an expansion in the inverse speed of light that breaks down close to the nucleus, so the collapse is a fault of the approximation.

```lean
import Mathlib

open MeasureTheory Set Filter Topology

noncomputable section

namespace SpinOrbitCollapse
```

## The energy of one radial channel

Let \(u(r)\) be \(r\) times the usual radial wavefunction, \(l\) the angular momentum, \(Z\) the nuclear charge and \(W\) the additional potential. In atomic units,

\[
E[u]=\frac{\int_0^\infty\left[\tfrac12u'^2+\left(\frac{l(l+1)}{2r^2}-\frac Zr+W\right)u^2\right]dr}{\int_0^\infty u^2\,dr}.
\]

The denominator does the normalisation, so \(u\) need not have unit norm. In Lean, `deriv u r` is \(u'(r)\) and `Ioi 0` is the half-line \(r>0\).

```lean
/-- Rayleigh quotient (atomic units) of a radial function `u` with angular momentum `l`, nuclear
charge `Z` and additional potential `W`, meaningful for differentiable `u` when both integrals
converge and the norm is nonzero. -/
def radialEnergy (l : ℕ) (Z : ℝ) (W u : ℝ → ℝ) : ℝ :=
  (∫ r in Ioi (0 : ℝ), ((deriv u r) ^ 2 / 2 +
    ((l : ℝ) * (l + 1) / (2 * r ^ 2) - Z / r + W r) * u r ^ 2)) / ∫ r in Ioi (0 : ℝ), u r ^ 2
```

The trial family is \(u=r^{l+1}e^{-ar}\), with exponent \(a>0\).

```lean
/-- The trial radial function `r^(l+1) exp(-a r)`. -/
def trial (l : ℕ) (a r : ℝ) : ℝ := r ^ (l + 1) * Real.exp (-(a * r))
```

The lower bound concerns a wider class: functions of positive norm whose regularity, boundary behaviour and finite integrals suffice for the integration by parts below.

```lean
/-- Radial functions that are differentiable for `r > 0`, vanish at the nucleus (with `u²/r → 0`)
and at infinity, and have finite kinetic and centrifugal integrals and a positive finite norm. -/
structure Admissible (u : ℝ → ℝ) : Prop where
  diff : ∀ r, 0 < r → DifferentiableAt ℝ u r
  zero : u 0 = 0
  origin : Tendsto (fun r => u r ^ 2 / r) (𝓝[>] 0) (𝓝 0)
  infty : Tendsto u atTop (𝓝 0)
  kinetic : IntegrableOn (fun r => (deriv u r) ^ 2) (Ioi 0)
  centrifugal : IntegrableOn (fun r => (u r / r) ^ 2) (Ioi 0)
  norm_int : IntegrableOn (fun r => u r ^ 2) (Ioi 0)
  norm_pos : 0 < ∫ r in Ioi (0 : ℝ), u r ^ 2
```

## Integrals and boundary values

For \(l\ge1\), the trial energies with \(W=-s/r^3\) reduce to the moments

\[
I_n=\int_0^\infty r^n e^{-br}\,dr=\frac{n!}{b^{n+1}},\qquad b>0.
\]

Lean takes the value from the Gamma integral. Integrability follows because Lean would give a non-integrable function the integral zero, whereas this value is positive.

```lean
/-- For `b > 0` the function `rⁿ exp(-b r)` is integrable on the half-line, with integral
`n!/b^(n+1)`. -/
theorem moment (n : ℕ) {b : ℝ} (hb : 0 < b) :
    IntegrableOn (fun r : ℝ => r ^ n * Real.exp (-(b * r))) (Ioi 0) ∧
    ∫ r in Ioi (0 : ℝ), r ^ n * Real.exp (-(b * r)) = n.factorial / b ^ (n + 1) := by
  have hv : ∫ r in Ioi (0 : ℝ), r ^ n * Real.exp (-(b * r)) = n.factorial / b ^ (n + 1) := by
    have h := Real.integral_rpow_mul_exp_neg_mul_Ioi (a := (n : ℝ) + 1) (r := b)
      (by positivity) hb
    simp only [add_sub_cancel_right, Real.rpow_natCast, Real.Gamma_nat_eq_factorial] at h
    have hp : (1 / b) ^ ((n : ℝ) + 1) = (1 / b) ^ (n + 1) := by
      exact_mod_cast Real.rpow_natCast (1 / b) (n + 1)
    rw [h, hp, one_div, inv_pow]
    ring
  refine ⟨?_, hv⟩
  by_contra h
  have h0 := hv.symm.trans (integral_undef h)
  have : (0 : ℝ) < n.factorial / b ^ (n + 1) := by positivity
  linarith
```

Cross terms such as \(uu'\) are integrable because \(|fg|\le f^2+g^2\).

```lean
/-- On the half-line, the product of two measurable functions with integrable squares is integrable.
-/
theorem integrableOn_mul {f g : ℝ → ℝ}
    (mf : AEStronglyMeasurable f (volume.restrict (Ioi 0)))
    (mg : AEStronglyMeasurable g (volume.restrict (Ioi 0)))
    (hf : IntegrableOn (fun r => f r ^ 2) (Ioi 0))
    (hg : IntegrableOn (fun r => g r ^ 2) (Ioi 0)) :
    IntegrableOn (fun r => f r * g r) (Ioi 0) := by
  refine Integrable.mono' (Integrable.add hf hg) (mf.mul mg) (ae_of_all _ fun r => ?_)
  show |f r * g r| ≤ f r ^ 2 + g r ^ 2
  rw [abs_le]
  constructor <;> nlinarith [sq_nonneg (f r + g r), sq_nonneg (f r - g r)]
```

For real constants \(c\) and \(k\),

\[
\frac{d}{dr}\left[\left(c-\frac kr\right)u^2\right]=k\frac{u^2}{r^2}+2\left(c-\frac kr\right)uu'.
\]

The bracket vanishes at the nucleus, since \(u^2/r\to0\), and at infinity, since \(u\to0\). The right-hand side therefore integrates to zero, by the fundamental theorem of calculus on the half-line.

```lean
/-- For an admissible `u`, the derivative of `(c - k/r) u²` is integrable and integrates to zero
over the half-line. -/
theorem boundary_term {u : ℝ → ℝ} (hu : Admissible u) (c k : ℝ) :
    IntegrableOn (fun r => k * (u r / r) ^ 2 + 2 * (c - k / r) * (u r * deriv u r)) (Ioi 0) ∧
    ∫ r in Ioi (0 : ℝ), (k * (u r / r) ^ 2 + 2 * (c - k / r) * (u r * deriv u r)) = 0 := by
  have hc : ContinuousOn u (Ioi 0) :=
    fun r hr => (hu.diff r hr).continuousAt.continuousWithinAt
  have mu := hc.aestronglyMeasurable (μ := volume) measurableSet_Ioi
  have mq : AEStronglyMeasurable (fun r => u r / r) (volume.restrict (Ioi 0)) :=
    mu.mul measurable_inv.aestronglyMeasurable
  have md : AEStronglyMeasurable (deriv u) (volume.restrict (Ioi 0)) :=
    (measurable_deriv u).aestronglyMeasurable
  have hi : IntegrableOn
      (fun r => k * (u r / r) ^ 2 + 2 * (c - k / r) * (u r * deriv u r)) (Ioi 0) := by
    refine IntegrableOn.congr_fun (Integrable.add (Integrable.add
      (Integrable.const_mul hu.centrifugal k)
      (Integrable.const_mul (integrableOn_mul mu md hu.norm_int hu.kinetic) (2 * c)))
      (Integrable.const_mul (integrableOn_mul mq md hu.centrifugal hu.kinetic) (-2 * k)))
      (fun r _ => ?_) measurableSet_Ioi
    simp only [Pi.add_apply]
    ring
  refine ⟨hi, ?_⟩
  -- the boundary values at the nucleus and at infinity both vanish
  have h0 : ContinuousWithinAt (fun r => (c - k * r⁻¹) * (u r * u r)) (Ici 0) 0 := by
    rw [← continuousWithinAt_Ioi_iff_Ici]
    have h1 : Tendsto (fun r : ℝ => c * r - k) (𝓝[>] 0) (𝓝 (c * 0 - k)) :=
      (Continuous.tendsto (by fun_prop) 0).mono_left nhdsWithin_le_nhds
    have h2 := h1.mul hu.origin
    rw [mul_zero (c * 0 - k)] at h2
    show Tendsto _ _ (𝓝 ((c - k * (0 : ℝ)⁻¹) * (u 0 * u 0)))
    rw [hu.zero, mul_zero, mul_zero]
    refine h2.congr' ?_
    filter_upwards [self_mem_nhdsWithin] with r hr
    have e : r * r⁻¹ = 1 := mul_inv_cancel₀ (mem_Ioi.1 hr).ne'
    linear_combination (c * u r ^ 2) * e
  have h1 : Tendsto (fun r => (c - k * r⁻¹) * (u r * u r)) atTop (𝓝 0) := by
    have h := (tendsto_const_nhds (x := c)).sub
      ((tendsto_inv_atTop_zero (𝕜 := ℝ)).const_mul k) |>.mul (hu.infty.mul hu.infty)
    rwa [mul_zero (0 : ℝ), mul_zero (c - k * 0)] at h
  rw [integral_Ioi_of_hasDerivAt_of_tendsto h0 (fun r hr => ?_) hi h1]
  · simp [hu.zero]
  · have hd := (hu.diff r hr).hasDerivAt
    exact ((((hasDerivAt_inv (mem_Ioi.1 hr).ne').const_mul k).const_sub c).fun_mul
      (hd.fun_mul hd)).congr_deriv (by ring)
```

## Completing the square

Suppose \(W\) is continuous and \(-M\le W\le B\) for all \(r>0\). Put \(k=l+1\) and \(c=Z/k\), and let \(e(r)\) be the integrand in the numerator of \(E[u]\). Since \(k^2-k=l(l+1)\) and \(kc=Z\), expanding the square gives

\[
e+\left(\frac{c^2}{2}+M\right)u^2=\frac12\left(u'-\frac kr u+cu\right)^2+(W+M)u^2-\frac12\frac{d}{dr}\left[\left(c-\frac kr\right)u^2\right].
\]

The first two terms on the right are non-negative and the last integrates to zero. Dividing by the norm integral gives

\[
E[u]\ge-\frac{Z^2}{2(l+1)^2}-M
\]

for every admissible \(u\), including \(l=0\). The upper bound \(B\) does not enter the result; together with continuity and the lower bound it makes \(Wu^2\) integrable. In the proof, `key` integrates the pointwise inequality.

```lean
/-- With a continuous additional potential bounded above and satisfying `W ≥ -M`, every admissible
radial function has energy at least `-Z²/(2(l+1)²) - M`. -/
theorem regularised_bounded_below (l : ℕ) (Z M B : ℝ) {W u : ℝ → ℝ} (hu : Admissible u)
    (hW : ContinuousOn W (Ioi 0)) (hM : ∀ r, 0 < r → -M ≤ W r) (hB : ∀ r, 0 < r → W r ≤ B) :
    -(Z ^ 2 / (2 * ((l : ℝ) + 1) ^ 2)) - M ≤ radialEnergy l Z W u := by
  have hk : (l : ℝ) + 1 ≠ 0 := by positivity
  obtain ⟨c, rfl⟩ : ∃ c, Z = c * ((l : ℝ) + 1) := ⟨Z / (l + 1), (div_mul_cancel₀ Z hk).symm⟩
  have hc : ContinuousOn u (Ioi 0) :=
    fun r hr => (hu.diff r hr).continuousAt.continuousWithinAt
  have mu := hc.aestronglyMeasurable (μ := volume) measurableSet_Ioi
  have iC := integrableOn_mul mu (mu.mul measurable_inv.aestronglyMeasurable)
    hu.norm_int hu.centrifugal
  have iW : IntegrableOn (fun r => W r * u r ^ 2) (Ioi 0) := by
    refine Integrable.mono' (Integrable.const_mul hu.norm_int (|M| + |B|))
      ((hW.aestronglyMeasurable measurableSet_Ioi).mul (mu.pow 2))
      (ae_restrict_of_forall_mem measurableSet_Ioi fun r hr => ?_)
    rw [Real.norm_eq_abs, abs_mul, abs_of_nonneg (sq_nonneg (u r))]
    refine mul_le_mul_of_nonneg_right (abs_le.2 ⟨?_, ?_⟩) (sq_nonneg _)
    · linarith [hM r hr, le_abs_self M, abs_nonneg B]
    · linarith [hB r hr, le_abs_self B, abs_nonneg M]
  have iE : IntegrableOn (fun r => (deriv u r) ^ 2 / 2 + ((l : ℝ) * (l + 1) / (2 * r ^ 2)
      - c * ((l : ℝ) + 1) / r + W r) * u r ^ 2) (Ioi 0) := by
    refine IntegrableOn.congr_fun (Integrable.add (Integrable.add (Integrable.add
      (Integrable.const_mul hu.kinetic (1 / 2))
      (Integrable.const_mul hu.centrifugal ((l : ℝ) * (l + 1) / 2)))
      (Integrable.const_mul iC (-(c * ((l : ℝ) + 1))))) iW) (fun r _ => ?_) measurableSet_Ioi
    simp only [Pi.add_apply, Pi.mul_apply]
    ring
  obtain ⟨ib, b0⟩ := boundary_term hu c ((l : ℝ) + 1)
  have i1 := Integrable.const_mul ib (-1 / 2)
  have i2 := Integrable.const_mul hu.norm_int (-(c ^ 2 / 2 + M))
  -- complete the square in the energy density
  have key := setIntegral_mono_on (Integrable.add i1 i2) iE measurableSet_Ioi (fun r hr => by
    simp only [Pi.add_apply]
    have h1 := mul_nonneg (by linarith [hM r hr] : 0 ≤ W r + M) (sq_nonneg (u r))
    have h2 := sq_nonneg (deriv u r - ((l : ℝ) + 1) * (u r / r) + c * u r)
    rw [← sub_nonneg]
    refine (add_nonneg (half_pos one_pos |>.le |> fun h => mul_nonneg h h2) h1).trans_eq ?_
    ring)
  rw [integral_add' i1 i2, integral_const_mul, integral_const_mul, b0] at key
  have e : (c * ((l : ℝ) + 1)) ^ 2 / (2 * ((l : ℝ) + 1) ^ 2) = c ^ 2 / 2 := by field_simp
  rw [radialEnergy, le_div_iff₀ hu.norm_pos, e]
  linarith
```

## The exponential family is admissible

The product rule gives

\[
u'=\left[(l+1)r^l-ar^{l+1}\right]e^{-ar}.
\]

```lean
/-- The radial derivative of the trial function. -/
theorem hasDerivAt_trial (l : ℕ) (a r : ℝ) : HasDerivAt (trial l a)
    (((l + 1) * r ^ l - a * r ^ (l + 1)) * Real.exp (-(a * r))) r := by
  have h := (hasDerivAt_pow (l + 1) r).fun_mul (((hasDerivAt_id' r).const_mul a).fun_neg.exp)
  refine h.congr_deriv ?_
  simp only [Nat.add_sub_cancel]
  push_cast
  ring
```

Near the nucleus \(u^2/r=r^{2l+1}e^{-2ar}\to0\), and at infinity the exponential wins. The norm, kinetic and centrifugal integrals are combinations of moments with \(b=2a\); the norm integral is \((2l+2)!/(2a)^{2l+3}>0\).

```lean
/-- For `a > 0` the trial function is admissible. -/
theorem trial_admissible_witness (l : ℕ) {a : ℝ} (ha : 0 < a) : Admissible (trial l a) := by
  have hb : 0 < 2 * a := by positivity
  have hx (r : ℝ) : Real.exp (-(2 * a * r)) = Real.exp (-(a * r)) ^ 2 := by
    rw [sq, ← Real.exp_add]; congr 1; ring
  have hn (r : ℝ) : r ^ (2 * l + 2) * Real.exp (-(2 * a * r)) = trial l a r ^ 2 := by
    rw [hx, trial]; ring
  have hq (r : ℝ) (hr : r ≠ 0) : trial l a r / r = r ^ l * Real.exp (-(a * r)) := by
    rw [trial, div_eq_iff hr]; ring
  obtain ⟨i2, v2⟩ := moment (2 * l + 2) hb
  simp only [hn] at i2 v2
  refine ⟨fun r _ => (hasDerivAt_trial l a r).differentiableAt, by simp [trial], ?_, ?_, ?_, ?_,
    i2, by rw [v2]; positivity⟩
  · have h : Tendsto (fun r : ℝ => r * (r ^ l * Real.exp (-(a * r))) ^ 2) (𝓝[>] 0)
        (𝓝 (0 * (0 ^ l * Real.exp (-(a * 0))) ^ 2)) :=
      (Continuous.tendsto (by fun_prop) 0).mono_left nhdsWithin_le_nhds
    rw [zero_mul] at h
    refine h.congr' ?_
    filter_upwards [self_mem_nhdsWithin] with r hr
    rw [eq_div_iff (mem_Ioi.1 hr).ne', trial]
    ring
  · have h := ((Real.tendsto_pow_mul_exp_neg_atTop_nhds_zero (l + 1)).comp
      (tendsto_id.const_mul_atTop ha)).const_mul ((a ^ (l + 1))⁻¹)
    rw [mul_zero] at h
    refine h.congr fun r => ?_
    simp only [Function.comp_apply, id_eq, trial]
    rw [mul_pow, mul_assoc, inv_mul_cancel_left₀ (pow_ne_zero _ ha.ne')]
  · refine IntegrableOn.congr_fun (Integrable.add (Integrable.add
      (Integrable.const_mul (moment (2 * l) hb).1 (((l : ℝ) + 1) ^ 2))
      (Integrable.const_mul (moment (2 * l + 1) hb).1 (-2 * a * ((l : ℝ) + 1))))
      (Integrable.const_mul (moment (2 * l + 2) hb).1 (a ^ 2))) (fun r _ => ?_) measurableSet_Ioi
    simp only [Pi.add_apply, (hasDerivAt_trial l a r).deriv, hx]
    ring
  · refine IntegrableOn.congr_fun (moment (2 * l) hb).1 (fun r hr => ?_) measurableSet_Ioi
    simp only [hq r (mem_Ioi.1 hr).ne', hx]
    ring
```

## The exact energy with −s/r³

With \(W=-s/r^3\), the integrand is \(e^{-2ar}\) times

\[
\frac{(l+1)(2l+1)}2r^{2l}-\left[a(l+1)+Z\right]r^{2l+1}+\frac{a^2}2r^{2l+2}-s\,r^{2l-1}.
\]

For \(b=2a\), the moment ratios are

\[
\frac{I_{2l+1}}{I_{2l+2}}=\frac a{l+1},\quad
\frac{I_{2l}}{I_{2l+2}}=\frac{2a^2}{(l+1)(2l+1)},\quad
\frac{I_{2l-1}}{I_{2l+2}}=\frac{2a^3}{l(l+1)(2l+1)}.
\]

The first term contributes \(a^2\), which cancels the \(-a^2\) from the second, leaving

\[
E(a)=\frac{a^2}2-\frac{Za}{l+1}-\frac{2sa^3}{l(l+1)(2l+1)}.
\]

For \(l=1\) this is \(a^2/2-Za/2-sa^3/3\). The condition \(l\ge1\) makes the last moment finite. Lean writes \(l=k+1\), with a new integer \(k\), so its moments run from \(2k+1\) to \(2k+4\).

```lean
/-- For `l ≥ 1` and `a > 0`, the exact trial energy with the singular potential `-s/r³`. -/
theorem singular_energy {l : ℕ} (hl : 1 ≤ l) (Z s : ℝ) {a : ℝ} (ha : 0 < a) :
    radialEnergy l Z (fun r => -s / r ^ 3) (trial l a) =
      a ^ 2 / 2 - Z * a / (l + 1) - 2 * s * a ^ 3 / (l * (l + 1) * (2 * l + 1)) := by
  obtain ⟨k, rfl⟩ : ∃ k, l = k + 1 := ⟨l - 1, by omega⟩
  have hb : 0 < 2 * a := by positivity
  have hx (r : ℝ) : Real.exp (-(2 * a * r)) = Real.exp (-(a * r)) ^ 2 := by
    rw [sq, ← Real.exp_add]; congr 1; ring
  obtain ⟨i1, v1⟩ := moment (2 * k + 1) hb
  obtain ⟨i2, v2⟩ := moment (2 * k + 2) hb
  obtain ⟨i3, v3⟩ := moment (2 * k + 3) hb
  obtain ⟨i4, v4⟩ := moment (2 * k + 4) hb
  have hn : ∫ r in Ioi (0 : ℝ), trial (k + 1) a r ^ 2 =
      (2 * k + 4).factorial / (2 * a) ^ (2 * k + 4 + 1) := by
    rw [← v4]
    refine integral_congr_ae (ae_of_all _ fun r => ?_)
    simp only [trial, hx]
    ring
  have j1 := Integrable.const_mul i1 (-s)
  have j2 := Integrable.const_mul i2 (((k : ℝ) + 2) * (2 * k + 3) / 2)
  have j3 := Integrable.const_mul i3 (-(a * (k + 2) + Z))
  have j4 := Integrable.const_mul i4 (a ^ 2 / 2)
  -- the energy density is a combination of four moments
  rw [radialEnergy, hn, setIntegral_congr_fun measurableSet_Ioi (g := _ + _ + _ + _)
    (fun r hr => ?_), integral_add' ((j1.add j2).add j3) j4, integral_add' (j1.add j2) j3,
    integral_add' j1 j2]
  · simp only [integral_const_mul, v1, v2, v3, v4]
    have f2 : (2 * k + 2).factorial = (2 * k + 2) * (2 * k + 1).factorial :=
      Nat.factorial_succ (2 * k + 1)
    have f3 : (2 * k + 3).factorial = (2 * k + 3) * (2 * k + 2).factorial :=
      Nat.factorial_succ (2 * k + 2)
    have f4 : (2 * k + 4).factorial = (2 * k + 4) * (2 * k + 3).factorial :=
      Nat.factorial_succ (2 * k + 3)
    have hF : ((2 * k + 1).factorial : ℝ) ≠ 0 := by positivity
    rw [f4, f3, f2]
    push_cast
    field_simp
    ring
  · have hr0 : r ≠ 0 := (mem_Ioi.1 hr).ne'
    simp only [Pi.add_apply, (hasDerivAt_trial (k + 1) a r).deriv, trial, hx]
    push_cast
    field_simp
    ring
```

## Collapse at large exponent

Write \(p=Z/(l+1)\) and \(q=2s/[l(l+1)(2l+1)]>0\). Given any energy \(E\), a fixed number and not the function \(E(a)\), choose

\[
a=1+\frac{\tfrac12+|p|+|E|}{q}.
\]

Then \(qa=q+\tfrac12+|p|+|E|\), and since \(a\ge1\),

\[
E(a)=-pa-(q+|p|+|E|)a^2\le-qa^2-|E|<E.
\]

No energy is a lower bound for the family.

```lean
/-- For `l ≥ 1` and `s > 0`, the trial energies with the potential `-s/r³` lie below any given
energy for a suitable exponent `a > 0`. -/
theorem singular_unbounded {l : ℕ} (hl : 1 ≤ l) (Z E : ℝ) {s : ℝ} (hs : 0 < s) :
    ∃ a, 0 < a ∧ radialEnergy l Z (fun r => -s / r ^ 3) (trial l a) < E := by
  have hl' : (0 : ℝ) < l := by exact_mod_cast hl
  obtain ⟨q, hq⟩ : ∃ q, q = 2 * s / ((l : ℝ) * (l + 1) * (2 * l + 1)) := ⟨_, rfl⟩
  obtain ⟨p, hp⟩ : ∃ p, p = Z / ((l : ℝ) + 1) := ⟨_, rfl⟩
  have q0 : 0 < q := by rw [hq]; positivity
  obtain ⟨a, h⟩ : ∃ a, a = 1 + (1 / 2 + |p| + |E|) / q := ⟨_, rfl⟩
  have a1 : 1 ≤ a := by
    have : 0 ≤ (1 / 2 + |p| + |E|) / q := by positivity
    linarith
  have hqa : q * a = q + (1 / 2 + |p| + |E|) := by
    rw [h, mul_add, mul_one, mul_div_cancel₀ _ q0.ne']
  refine ⟨a, by linarith, ?_⟩
  rw [singular_energy hl Z s (by linarith)]
  have e : a ^ 2 / 2 - Z * a / (l + 1) - 2 * s * a ^ 3 / (l * (l + 1) * (2 * l + 1)) =
      a ^ 2 / 2 - p * a - a ^ 2 * (q * a) := by rw [hp, hq]; ring
  rw [e, hqa]
  -- the cubic attraction outweighs every other term
  have h2 : a ≤ a ^ 2 := by nlinarith
  have h3 := mul_le_mul_of_nonneg_left h2 (abs_nonneg p)
  have h4 := mul_le_mul_of_nonneg_right (neg_abs_le p) (by linarith : 0 ≤ a)
  have h5 := mul_le_mul_of_nonneg_left (a1.trans h2) (abs_nonneg E)
  have h6 : 0 < q * a ^ 2 := by positivity
  linarith [neg_abs_le E]
```

This also shows what fails when \(W\ge-M\) is removed from the earlier bound. The potential \(-1/r^3\) is continuous for \(r>0\) and never positive, yet for every \(l\ge1\) its trial energies are unbounded below. Continuity and an upper bound on \(W\) alone therefore do not protect the energy.

## The p channel with a bounded potential

Setting \(l=1\) and inserting \(u=r^2e^{-ar}\) in the general bound gives \(E(a)\ge-Z^2/8-M\) for every \(a>0\).

```lean
/-- For `l = 1`, `a > 0` and a continuous potential bounded above with `W ≥ -M`, the energy of
`r² exp(-a r)` is at least `-Z²/8 - M`. -/
theorem p_channel_regularised (Z M B : ℝ) {W : ℝ → ℝ} (hW : ContinuousOn W (Ioi 0))
    (hM : ∀ r, 0 < r → -M ≤ W r) (hB : ∀ r, 0 < r → W r ≤ B) {a : ℝ} (ha : 0 < a) :
    -(Z ^ 2 / 8) - M ≤ radialEnergy 1 Z W (trial 1 a) := by
  have h := regularised_bounded_below 1 Z M B (trial_admissible_witness 1 ha) hW hM hB
  norm_num at h ⊢
  linarith

end SpinOrbitCollapse
```

```lean
#print axioms SpinOrbitCollapse.regularised_bounded_below
#print axioms SpinOrbitCollapse.singular_unbounded
#print axioms SpinOrbitCollapse.p_channel_regularised
```

```
'SpinOrbitCollapse.regularised_bounded_below' depends on axioms: [propext, Classical.choice, Quot.sound]
'SpinOrbitCollapse.singular_unbounded' depends on axioms: [propext, Classical.choice, Quot.sound]
'SpinOrbitCollapse.p_channel_regularised' depends on axioms: [propext, Classical.choice, Quot.sound]
```

## Numbers for Z = 2

Take \(l=1\), \(Z=2\) and \(s=0.03\), chosen for easy arithmetic and far larger than the physical coupling at this charge. Then \(E(a)=a^2/2-a-0.01a^3\), in hartree:

- \(E(1)=0.5-1-0.01=-0.51\)
- \(E(10)=50-10-10=30\)
- \(E(100)=5000-100-10000=-5100\)

An optimiser started near \(a=1\) could settle there and miss the collapse behind the barrier. Replacing the singular term by \(W(r)=-0.03/(r^3+0.001)\), which lies between \(-30\) and \(0\), keeps every trial energy at or above \(-0.5-30=-30.5\).

For effective core potentials, the result shows that a continuous, bounded spin–orbit potential cannot cause this collapse within a single one-electron channel. Boundedness is sufficient but not necessary: an extra term \(-g/r\) with \(g>0\) is unbounded, yet it only replaces \(Z\) by \(Z+g\) in the bound. The step from that channel to a many-electron Hamiltonian needs a separate argument.
